# Orthogonality of the Wick powers of a complex Gaussian variable

To find how strongly one order of fluctuation contributes to a polynomial in the intensity |z|² of a complex Gaussian amplitude z with zero mean and no preferred phase, multiply the polynomial by the Wick power of that order and take the mean. The other orders drop out, and the coefficient is what remains, divided by the mean square of the Wick power. The parts below derive the means that this step needs, for a single amplitude of unit covariance.

```lean
import Mathlib

open MvPolynomial Finset
open scoped Nat

namespace ComplexWickPowers

noncomputable section
```

The amplitude z and its conjugate w are treated as independent variables, so an observable is a polynomial in z and w with complex coefficients.

```lean
/-- Polynomials in a complex field `z` and its conjugate `w`, treated as independent variables. -/
abbrev FieldPoly := MvPolynomial (Fin 2) ℂ
```

In Lean the variables are `X 0` and `X 1`, hence `pderiv 0` is ∂_z and `pderiv 1` is ∂_w. The mean is a linear functional E with three properties, for every polynomial p:

E(1) = 1,  E(z p) = E(∂_w p),  E(w p) = E(∂_z p).

The last two say that z contracts only with w. With E(1) = 1 they give E(zw) = 1 and E(z²) = 0: intensity is measured in units of its mean, and no phase is preferred. For a complex random amplitude with density exp(−|z|²)/π in the plane, these rules come from integration by parts. That step from the integral to E is assumed here, and positivity of E is never used.

```lean
local notation "z" => (X 0 : FieldPoly)
local notation "w" => (X 1 : FieldPoly)

/-- A normalised mean for which `z` contracts only with `w`, with unit covariance. -/
structure IsGaussianMean (E : FieldPoly →ₗ[ℂ] ℂ) : Prop where
  one : E 1 = 1
  z_mul : ∀ p, E (z * p) = E (pderiv 1 p)
  w_mul : ∀ p, E (w * p) = E (pderiv 0 p)
```

Contracting k pairs among m fields z and n fields w can be done in k! C(m,k) C(n,k) ways. With a sign this is the coefficient

c(m,n,k) = (−1)^k k! C(m,k) C(n,k).

```lean
/-- The signed number of ways to contract `k` pairs among `m` fields `z` and `n` fields `w`. -/
def pairCoeff (m n k : ℕ) : ℂ := (-1) ^ k * (k ! : ℂ) * (m.choose k : ℂ) * (n.choose k : ℂ)
```

The Wick monomial is the sum over all numbers of contracted pairs:

:z^m w^n: = Σ_(k=0..m) c(m,n,k) z^(m−k) w^(n−k).

Terms with k > n have coefficient zero, so the cut-off subtraction of natural numbers in Lean does no harm.

```lean
/-- The Wick monomial `:z^m w^n:`, a signed sum over all numbers of contracted pairs. -/
def wick (m n : ℕ) : FieldPoly :=
  ∑ k ∈ range (m + 1), pairCoeff m n k • (z ^ (m - k) * w ^ (n - k))
```

The Wick powers are defined separately, as polynomials in zw:

L_n = Σ_(k=0..n) (−1)^k k! C(n,k)² (zw)^(n−k).

The letter needs care: this L_n is (−1)^n n! times the usual Laguerre polynomial evaluated at zw.

```lean
/-- The Wick power `L_n = :(zw)^n:` as an explicit polynomial in `zw`. -/
def wickPower (n : ℕ) : FieldPoly :=
  ∑ k ∈ range (n + 1), ((-1) ^ k * (k ! : ℂ) * (n.choose k : ℂ) ^ 2) • (z * w) ^ (n - k)
```

## (a) Removing one w from a monomial

Show that, for all a, b ≥ 0,

∂_w(z^a w^b) = b z^a w^(b−1).

**Solution.** By the product rule, z^a is constant under ∂_w and w^b contributes b w^(b−1). For b = 0 both sides vanish. Lean applies the product and power rules, and `ring` collects the result.

```lean
/-- Differentiating `z^a w^b` with respect to `w` removes one factor `w` in `b` ways. -/
theorem pderiv_w_monomial (a b : ℕ) :
    pderiv 1 (z ^ a * w ^ b) = (b : ℂ) • (z ^ a * w ^ (b - 1)) := by
  rw [pderiv_mul, pderiv_pow, pderiv_pow, pderiv_X_self,
    pderiv_X_of_ne (show (0 : Fin 2) ≠ 1 by decide), smul_eq_C_mul, map_natCast]
  ring
```

## (b) Removing one z from a monomial

Show that, for all a, b ≥ 0,

∂_z(z^a w^b) = a z^(a−1) w^b.

**Solution.** The same computation applies with w^b constant.

```lean
/-- Differentiating `z^a w^b` with respect to `z` removes one factor `z` in `a` ways. -/
theorem pderiv_z_monomial (a b : ℕ) :
    pderiv 0 (z ^ a * w ^ b) = (a : ℂ) • (z ^ (a - 1) * w ^ b) := by
  rw [pderiv_mul, pderiv_pow, pderiv_pow, pderiv_X_self,
    pderiv_X_of_ne (show (1 : Fin 2) ≠ 0 by decide), smul_eq_C_mul, map_natCast]
  ring
```

## (c) The w-derivative of a Wick monomial

Show that

∂_w :z^m w^(n+1): = (n+1) :z^m w^n:.

**Solution.** By (a), term k acquires the factor n+1−k, and its monomial becomes z^(m−k) w^(n−k). For k ≤ n+1,

C(n+1,k) (n+1−k) = (n+1) C(n,k),

so c(m,n+1,k) (n+1−k) = (n+1) c(m,n,k). For larger k both coefficients are zero. Summing over k gives the claim. In the proof, `h` is the binomial identity, and `linear_combination` multiplies it by the common factors.

```lean
/-- Wick monomials differentiate with respect to `w` like ordinary monomials. -/
theorem pderiv_w_wick (m n : ℕ) :
    pderiv 1 (wick m (n + 1)) = ((n : ℂ) + 1) • wick m n := by
  rw [wick, wick, map_sum, Finset.smul_sum]
  refine Finset.sum_congr rfl fun k _ => ?_
  have h : (n.choose k : ℂ) * ((n : ℂ) + 1) = ((n + 1).choose k : ℂ) * ((n + 1 - k : ℕ) : ℂ) := by
    exact_mod_cast Nat.choose_mul_succ_eq n k
  rw [Derivation.map_smul, pderiv_w_monomial, smul_smul, smul_smul,
    show n + 1 - k - 1 = n - k by omega]
  congr 1
  unfold pairCoeff
  linear_combination (-((-1) ^ k * (k ! : ℂ) * (m.choose k : ℂ))) * h
```

## (d) The z-derivative of a Wick monomial

Show that

∂_z :z^(m+1) w^n: = (m+1) :z^m w^n:.

**Solution.** The argument of (c) works term by term, now with C(m+1,k) (m+1−k) = (m+1) C(m,k). The sum on the left has one extra term, k = m+1. It contains no z, so its derivative is zero. Lean proves the termwise identity as `key` and removes the extra term with `top`.

```lean
/-- Wick monomials differentiate with respect to `z` like ordinary monomials. -/
theorem pderiv_z_wick (m n : ℕ) :
    pderiv 0 (wick (m + 1) n) = ((m : ℂ) + 1) • wick m n := by
  have key : ∀ k, pderiv 0 (pairCoeff (m + 1) n k • (z ^ (m + 1 - k) * w ^ (n - k))) =
      ((m : ℂ) + 1) • (pairCoeff m n k • (z ^ (m - k) * w ^ (n - k))) := by
    intro k
    have h : (m.choose k : ℂ) * ((m : ℂ) + 1) =
        ((m + 1).choose k : ℂ) * ((m + 1 - k : ℕ) : ℂ) := by
      exact_mod_cast Nat.choose_mul_succ_eq m k
    rw [Derivation.map_smul, pderiv_z_monomial, smul_smul, smul_smul,
      show m + 1 - k - 1 = m - k by omega]
    congr 1
    unfold pairCoeff
    linear_combination (-((-1) ^ k * (k ! : ℂ) * (n.choose k : ℂ))) * h
  have top : pairCoeff m n (m + 1) = 0 := by simp [pairCoeff]
  rw [wick, map_sum, Finset.sum_congr rfl fun k _ => key k, Finset.sum_range_succ, top,
    zero_smul, smul_zero, add_zero, wick, Finset.smul_sum]
```

## (e) Adding one z to a Wick monomial

Show that

:z^(m+1) w^n: = z :z^m w^n: − ∂_w :z^m w^n:.

**Solution.** Compare the terms by their number of contracted pairs. With no pair, both sides have z^(m+1) w^n with coefficient 1. With k+1 pairs, where 0 ≤ k ≤ m, the right-hand side has the coefficient

c(m,n,k+1) − (n−k) c(m,n,k).

For k ≥ n this vanishes, as does the coefficient on the left. For k < n, use (n−k) C(n,k) = (k+1) C(n,k+1) to obtain

(−1)^(k+1) (k+1)! C(n,k+1) [C(m,k+1) + C(m,k)].

By Pascal's rule the bracket is C(m+1,k+1), so the whole is c(m+1,n,k+1), as required. The two terms in the bracket correspond to leaving the new z uncontracted or pairing it with a w.

In Lean, `hz` and `hd` write the two contributions as sums, `Finset.sum_range_succ'` splits off the term without pairs, and the last lines carry out the comparison above.

```lean
/-- A further field `z` enters a Wick monomial by multiplication, minus its contractions
with the fields `w` already present. -/
theorem wick_succ (m n : ℕ) :
    wick (m + 1) n = z * wick m n - pderiv 1 (wick m n) := by
  have top : pairCoeff m n (m + 1) = 0 := by simp [pairCoeff]
  have hz : z * wick m n =
      ∑ k ∈ range (m + 1 + 1), pairCoeff m n k • (z ^ (m + 1 - k) * w ^ (n - k)) := by
    rw [Finset.sum_range_succ, top, zero_smul, add_zero, wick, Finset.mul_sum]
    refine Finset.sum_congr rfl fun k hk => ?_
    have hk' := Finset.mem_range.1 hk
    rw [show m + 1 - k = (m - k) + 1 by omega, mul_smul_comm, pow_succ', mul_assoc]
  have hd : pderiv 1 (wick m n) = ∑ k ∈ range (m + 1),
      (pairCoeff m n k * ((n - k : ℕ) : ℂ)) • (z ^ (m - k) * w ^ (n - (k + 1))) := by
    rw [wick, map_sum]
    refine Finset.sum_congr rfl fun k _ => ?_
    rw [Derivation.map_smul, pderiv_w_monomial, smul_smul, Nat.sub_sub]
  have h0 : pairCoeff (m + 1) n 0 = pairCoeff m n 0 := by simp [pairCoeff]
  rw [hz, hd, wick, Finset.sum_range_succ' _ (m + 1), Finset.sum_range_succ' _ (m + 1),
    add_sub_right_comm, ← Finset.sum_sub_distrib, h0]
  congr 1
  refine Finset.sum_congr rfl fun k _ => ?_
  rw [Nat.add_sub_add_right, ← sub_smul]
  congr 1
  -- `h` relates choosing `k + 1` of the `w` to choosing `k`; Pascal's rule for `m` is applied after it
  have h : (n.choose (k + 1) : ℂ) * ((k : ℂ) + 1) = (n.choose k : ℂ) * ((n - k : ℕ) : ℂ) := by
    exact_mod_cast Nat.choose_succ_right_eq n k
  unfold pairCoeff
  rw [Nat.choose_succ_succ' m k, Nat.factorial_succ]
  push_cast
  linear_combination (-((-1) ^ k * (k ! : ℂ) * (m.choose k : ℂ))) * h
```

## (f) Moving a contraction to the other factor

Show that for every polynomial q,

E(:z^(m+1) w^n: q) = E(:z^m w^n: ∂_w q).

**Solution.** Write P = :z^m w^n:. By (e), the rule for E(z p) and the product rule,

E(:z^(m+1) w^n: q) = E(z P q) − E((∂_w P) q)

= E((∂_w P) q) + E(P ∂_w q) − E((∂_w P) q)

= E(P ∂_w q).

The contractions of z within its own Wick monomial have cancelled. The Lean proof rewrites in the same order.

```lean
/-- Under a Gaussian mean, a field `z` inside a Wick monomial contracts only with
the other factor `q`. -/
theorem mean_wick_succ_mul {E : FieldPoly →ₗ[ℂ] ℂ} (hE : IsGaussianMean E) (m n : ℕ)
    (q : FieldPoly) : E (wick (m + 1) n * q) = E (wick m n * pderiv 1 q) := by
  rw [wick_succ, show (z * wick m n - pderiv 1 (wick m n)) * q =
    z * (wick m n * q) - pderiv 1 (wick m n) * q by ring, map_sub, hE.z_mul, pderiv_mul, map_add]
  ring
```

## (g) The mean of two Wick monomials

Show that

E(:z^a w^b: :z^c w^d:) = a! b! if a = d and b = c, and 0 otherwise.

**Solution.** Use induction on a, for all c and d at once. Suppose the first factor has a+1 fields z. If the second has no w, its ∂_w is zero, and by (f) so is the mean. If it has d+1 fields w, then (f) and (c) give

E(:z^(a+1) w^b: :z^c w^(d+1):) = (d+1) E(:z^a w^b: :z^c w^d:).

By induction this is (a+1) a! b! = (a+1)! b! when a = d and b = c, and zero otherwise.

For a = 0 the first factor is w^b, and a second induction, on b, takes over. Since ∂_z w^b = 0, the rule for E(w p) gives

E(w^(b+1) q) = E(w^b ∂_z q).

With q = :z^c w^d:, part (d) supplies the factor c when c ≥ 1, and the mean is zero when c = 0.

For a = b = 0 the first factor is 1. If c ≥ 1, then (f) with q = 1 gives zero. If c = 0 and d ≥ 1, then E(w^d) = E(∂_z w^(d−1)) = 0. If c = d = 0, the mean is E(1) = 1.

The phrase `generalizing c d` keeps the second factor free in both inductions, which is needed because each step changes it.

```lean
/-- Under a Gaussian mean, `:z^a w^b:` and `:z^c w^d:` have mean product `a! b!` if `a = d`
and `b = c`, and zero otherwise. -/
theorem wick_orthogonality {E : FieldPoly →ₗ[ℂ] ℂ} (hE : IsGaussianMean E) (a b c d : ℕ) :
    E (wick a b * wick c d) = if a = d ∧ b = c then (a ! : ℂ) * (b ! : ℂ) else 0 := by
  have w0 : ∀ n, wick 0 n = w ^ n := fun n => by simp [wick, pairCoeff]
  have hw : ∀ n, pderiv 0 (w ^ n) = 0 := fun n => by
    rw [pderiv_pow, pderiv_X_of_ne (show (1 : Fin 2) ≠ 0 by decide), mul_zero]
  have hz : ∀ m, pderiv 1 (wick m 0) = 0 := fun m => by
    rw [wick, map_sum]
    refine Finset.sum_eq_zero fun k _ => ?_
    rw [Derivation.map_smul, pderiv_w_monomial, Nat.zero_sub, Nat.cast_zero, zero_smul, smul_zero]
  induction a generalizing c d with
  | succ a ih =>
    -- contract one `z` of the first factor with a `w` of the second
    rw [mean_wick_succ_mul hE]
    cases d with
    | zero => rw [hz]; simp
    | succ d =>
      rw [pderiv_w_wick, mul_smul_comm, map_smul, ih, smul_eq_mul]
      by_cases h : a = d ∧ b = c
      · obtain ⟨rfl, rfl⟩ := h
        simp only [and_self, if_true, Nat.factorial_succ]
        push_cast
        ring
      · have h' : ¬(a + 1 = d + 1 ∧ b = c) := by omega
        rw [if_neg h, if_neg h', mul_zero]
  | zero =>
    induction b generalizing c d with
    | succ b ih =>
      -- only fields `w` are left in the first factor; contract one with a `z`
      have step : E (wick 0 (b + 1) * wick c d) = E (wick 0 b * pderiv 0 (wick c d)) := by
        rw [w0 (b + 1), w0 b, pow_succ', mul_assoc, hE.w_mul, pderiv_mul, hw, zero_mul, zero_add]
      rw [step]
      cases c with
      | zero => rw [w0 d, hw]; simp
      | succ c =>
        rw [pderiv_z_wick, mul_smul_comm, map_smul, ih, smul_eq_mul]
        by_cases h : 0 = d ∧ b = c
        · obtain ⟨rfl, rfl⟩ := h
          simp only [and_self, if_true, Nat.factorial_succ]
          push_cast
          ring
        · have h' : ¬(0 = d ∧ b + 1 = c + 1) := by omega
          rw [if_neg h, if_neg h', mul_zero]
    | zero =>
      cases c with
      | succ c =>
        rw [mul_comm (wick 0 0), mean_wick_succ_mul hE, w0 0, pow_zero,
          Derivation.map_one_eq_zero]
        simp
      | zero =>
        cases d with
        | zero => rw [w0 0]; simp [hE.one]
        | succ d => rw [w0 0, w0 (d + 1), pow_zero, one_mul, pow_succ', hE.w_mul, hw]; simp
```

## (h) The mean of two Wick powers

Show that

E(L_m L_n) = (n!)² if m = n, and 0 otherwise.

**Solution.** Since (zw)^(n−k) = z^(n−k) w^(n−k) and c(n,n,k) = (−1)^k k! C(n,k)², we have L_n = :z^n w^n:. Lean calls this `diag`. Now set a = b = m and c = d = n in (g).

```lean
/-- Under a Gaussian mean, the Wick powers `L_m` and `L_n` of a complex field have mean product
`(n!)^2` if `m = n`, and zero otherwise. -/
theorem wickPower_orthogonality {E : FieldPoly →ₗ[ℂ] ℂ} (hE : IsGaussianMean E) (m n : ℕ) :
    E (wickPower m * wickPower n) = if m = n then (n ! : ℂ) ^ 2 else 0 := by
  -- `L_n` is the Wick monomial with equally many `z` and `w`
  have diag : ∀ j, wickPower j = wick j j := fun j => by
    rw [wickPower, wick]
    refine Finset.sum_congr rfl fun k _ => ?_
    rw [mul_pow, pairCoeff, sq, ← mul_assoc]
  rw [diag m, diag n, wick_orthogonality hE]
  by_cases h : m = n
  · subst h
    simp only [and_self, if_true, sq]
  · simp [h]
```

As an example, take the squared intensity (zw)². From L_1 = zw − 1 and L_2 = (zw)² − 4zw + 2,

(zw)² = L_2 + 4 L_1 + 2.

The mean is therefore 2, and the variance is 4² · (1!)² + (2!)² = 20, of which 16 comes from first order and 4 from second. In quantum optics, E((zw)^n) is the normally ordered moment ⟨(a†)^n a^n⟩ of one non-interacting thermal mode with mean occupation one, where a is its annihilation operator. The variables z and w themselves commute, and the theorems concern two Wick-ordered factors of one mode, not Wick's theorem for arbitrary products of fields.

## (i) A functional that obeys the contraction rules

Show that the linear functional E₀ fixed by

E₀(z^a w^b) = a! if a = b, and 0 otherwise

has the three properties required of E.

**Solution.** First, E₀(1) = 0! = 1. Next, E₀(z · z^a w^b) is (a+1)! if b = a+1 and zero otherwise. By (a), E₀(∂_w(z^a w^b)) = b E₀(z^a w^(b−1)), which is (a+1) a! in the same case and zero otherwise. Similarly, by (b), E₀(w · z^a w^b) and E₀(∂_z(z^a w^b)) both equal a! if a = b+1 and vanish otherwise. Linearity extends the rules to all polynomials.

Lean defines E₀ by its values on the monomial basis.

```lean
/-- The functional sending `z^a w^b` to `a!` if `a = b` and to zero otherwise. -/
def pairingMean : FieldPoly →ₗ[ℂ] ℂ :=
  (basisMonomials (Fin 2) ℂ).constr ℂ fun s => if s 0 = s 1 then ((s 0)! : ℂ) else 0
```

The facts `kz` and `kw` are the two rules on monomials, and `MvPolynomial.induction_on'` extends them to sums. The assumptions in (f), (g) and (h) are thus satisfied by at least one functional.

```lean
/-- The functional `pairingMean` is a Gaussian mean. -/
theorem pairingMean_witness : IsGaussianMean pairingMean := by
  have hmon : ∀ (s : Fin 2 →₀ ℕ) (c : ℂ), monomial s c = c • (z ^ s 0 * w ^ s 1) := by
    intro s c
    rw [monomial_eq, Finsupp.prod_fintype _ _ (fun i => pow_zero _), Fin.prod_univ_two,
      smul_eq_C_mul]
  have hm : ∀ a b : ℕ, pairingMean (z ^ a * w ^ b) = if a = b then (a ! : ℂ) else 0 := by
    intro a b
    have hs : z ^ a * w ^ b =
        basisMonomials (Fin 2) ℂ (Finsupp.single 0 a + Finsupp.single 1 b) := by
      rw [coe_basisMonomials]
      simp [hmon]
    rw [hs, pairingMean, Module.Basis.constr_basis]
    simp
  -- both contraction rules on monomials
  have kz : ∀ a b : ℕ, pairingMean (z * (z ^ a * w ^ b)) =
      pairingMean (pderiv 1 (z ^ a * w ^ b)) := by
    intro a b
    rw [pderiv_w_monomial, map_smul, ← mul_assoc, ← pow_succ', hm, hm]
    cases b with
    | zero => simp
    | succ b =>
      by_cases h : a = b
      · subst h; simp [Nat.factorial_succ]
      · simp [h]
  have kw : ∀ a b : ℕ, pairingMean (w * (z ^ a * w ^ b)) =
      pairingMean (pderiv 0 (z ^ a * w ^ b)) := by
    intro a b
    rw [pderiv_z_monomial, map_smul, mul_left_comm, ← pow_succ', hm, hm]
    cases a with
    | zero => simp
    | succ a =>
      by_cases h : a = b
      · subst h; simp [Nat.factorial_succ]
      · simp [h]
  refine ⟨by simpa using hm 0 0, fun p => ?_, fun p => ?_⟩
  · refine MvPolynomial.induction_on' p (fun s c => ?_) (fun p q hp hq => ?_)
    · simp only [hmon, mul_smul_comm, map_smul, Derivation.map_smul, kz]
    · simp only [mul_add, map_add, hp, hq]
  · refine MvPolynomial.induction_on' p (fun s c => ?_) (fun p q hp hq => ?_)
    · simp only [hmon, mul_smul_comm, map_smul, Derivation.map_smul, kw]
    · simp only [mul_add, map_add, hp, hq]

end

end ComplexWickPowers
```

```lean
#print axioms ComplexWickPowers.wickPower_orthogonality
-- 'ComplexWickPowers.wickPower_orthogonality' depends on axioms: [propext, Classical.choice, Quot.sound]
```
